# Crossing of one-photon QED trace products, and the angular factor \(2-\beta^2\sin^2\theta\) for a massless pair annihilating into a massive one

## A lost sign at threshold

Let an unpolarised electron and an unpolarised positron, both of negligible mass, annihilate through one photon into a muon pair whose spins are not observed. If the outgoing antimuon is given the spin sum of a muon, the squared amplitude comes out proportional to \(\beta^2(1+\cos^2\theta)\), where \(\beta\) is the muon speed in units of \(c\) and \(\theta\) the angle to the beam. This vanishes at threshold. The correct factor, \(2-\beta^2\sin^2\theta\), equals 2 there. The difference is the sign of one mass term, and crossing fixes that sign.

Let \(k_1,k_2\) be the momenta of the incoming electron and positron, with mass \(m\), and \(p_1,p_2\) those of the outgoing muon and antimuon, with mass \(M\). Apart from the charges and the photon propagator, the spin sums give
\[
A=\mathrm{tr}[(\slashed k_2-m)\gamma^\mu(\slashed k_1+m)\gamma^\nu]\;\mathrm{tr}[(\slashed p_1+M)\gamma_\mu(\slashed p_2-M)\gamma_\nu].
\]
Scattering of two different fermions, \(k,p\to k',p'\), gives
\[
S=\mathrm{tr}[(\slashed k'+m)\gamma^\mu(\slashed k+m)\gamma^\nu]\;\mathrm{tr}[(\slashed p'+M)\gamma_\mu(\slashed p+M)\gamma_\nu].
\]

## The identity and the angular factor as stated in Lean

The theorem `crossing` says that \(A\) equals \(S\) at \(k=k_1\), \(k'=-k_2\), \(p=-p_2\), \(p'=p_1\). It holds for any four square matrices of any finite size, and for arbitrary complex masses and momenta. The reversed momenta of a physical event have negative energy, so this relates two polynomials and not two measurable events.

The theorem `annihilation_angular_distribution` sets \(m=0\) and works in the centre-of-mass frame. With \(s=(k_1+k_2)^2\) it states
\[
\frac{A}{4s^2}=2-\beta^2\sin^2\theta,\qquad \beta^2=1-\frac{4M^2}{s}.
\]

The Lean objects correspond to the physics as follows.

- `g` is the set of gamma matrices, not the metric as in many textbooks. The metric is `eta`, with signature \((+,-,-,-)\) and diagonal `metric`.
- Momenta are contravariant components. `mdot` is the Minkowski product, `slash` contracts a momentum with the gamma matrices, and `lower` lowers their index.
- `annihilation` and `scattering` are \(A\) and \(S\), written as double sums over \(\mu,\nu\).
- `IsClifford g` is \(\gamma^\mu\gamma^\nu+\gamma^\nu\gamma^\mu=2\eta^{\mu\nu}\), and `hn` fixes four spinor components. No hermiticity is required.
- `momentum E P θ φ` has energy \(E\) and spatial momentum \(P\) along polar angle \(\theta\) and azimuth \(\varphi\). A negative `P` gives the opposite direction.
- `shell` is the mass shell \(E^2=P^2+M^2\) of the outgoing particles, and `hE` requires a positive beam energy.

The step from this algebra to the real process is the identification of \(A/(4s^2)\) with the spin-averaged squared amplitude divided by \(e^4\), where \(e\) is the elementary charge in natural Heaviside–Lorentz units (\(\hbar=c=1\)). It rests on the Feynman rules and the spinor completeness relations. With it, the result gives the lowest-order angular distribution of muon pairs for unpolarised beams of massless electrons and positrons and single-photon exchange. The cross-section contains a further factor \(\beta\) from phase space, so at this order it vanishes at threshold although the squared amplitude does not.

## Two reversed momenta, two signs

Since the slash is linear,
\[
\slashed{(-a)}+m=-(\slashed a-m).
\]
Putting \(k'=-k_2\) into the first trace of \(S\) gives a factor \(-1\), and putting \(p=-p_2\) into the second gives another. Their product is \(+1\), so \(S=A\).

## The tensor of one fermion line

The trace of three gamma matrices vanishes. Given indices \(a,b,c\), choose \(r\) different from all three, which is possible with four indices. Then \(\gamma^r\) anticommutes with \(X=\gamma^a\gamma^b\gamma^c\), and cyclicity gives
\[
0=\mathrm{tr}[(\gamma^rX+X\gamma^r)\gamma^r]=2\,\mathrm{tr}[X\gamma^r\gamma^r]=2\eta^{rr}\,\mathrm{tr}X .
\]

If \(XY+YX=2c\) for a number \(c\), then \(\mathrm{tr}(XY)=4c\) for four-component spinors. The Clifford relation gives \(\slashed a\gamma^\mu+\gamma^\mu\slashed a=2a^\mu\) and \(\slashed a\slashed b+\slashed b\slashed a=2a\cdot b\). Moving \(\slashed a\) through the other three factors yields
\[
\slashed a\gamma^\mu\slashed b\gamma^\nu+\gamma^\mu\slashed b\gamma^\nu\slashed a
=2a^\mu\slashed b\gamma^\nu-2(a\cdot b)\gamma^\mu\gamma^\nu+2a^\nu\gamma^\mu\slashed b .
\]
The two terms on the left have equal traces. Hence
\[
\mathrm{tr}[\slashed a\gamma^\mu\slashed b\gamma^\nu]=4\,[a^\mu b^\nu+a^\nu b^\mu-\eta^{\mu\nu}a\cdot b].
\]
With mass terms \(x\) and \(y\), the parts linear in them contain three gamma matrices and vanish, while the \(xy\) part adds \(4xy\,\eta^{\mu\nu}\):
\[
\mathrm{tr}[(\slashed a+x)\gamma^\mu(\slashed b+y)\gamma^\nu]=4\,[a^\mu b^\nu+a^\nu b^\mu-\eta^{\mu\nu}(a\cdot b-xy)].
\]

## Contraction in the centre-of-mass frame

For \(m=0\) the incoming line has \(xy=0\), and the outgoing line has \(xy=-M^2\). In the contraction, the terms that involve a metric tensor add up to
\[
(k_1\cdot k_2)\,[-2(p_1\cdot p_2+M^2)-2\,p_1\cdot p_2+4(p_1\cdot p_2+M^2)]=2M^2\,k_1\cdot k_2 .
\]
Therefore
\[
A=32\,[(k_1\cdot p_1)(k_2\cdot p_2)+(k_1\cdot p_2)(k_2\cdot p_1)+M^2\,k_1\cdot k_2].
\]
The wrong spin sum would reverse the sign of the last term.

In the centre-of-mass frame \(s=4E^2\) and \(k_1\cdot k_2=2E^2\), and
\[
k_1\cdot p_1=k_2\cdot p_2=E^2-EP\cos\theta,\qquad k_1\cdot p_2=k_2\cdot p_1=E^2+EP\cos\theta .
\]
Thus
\[
\frac{A}{4s^2}=\frac{8\,(2E^4+2E^2P^2\cos^2\theta+2M^2E^2)}{16E^4}
=1+\frac{P^2}{E^2}\cos^2\theta+\frac{M^2}{E^2}.
\]
The mass shell gives \(P^2/E^2=1-4M^2/s=\beta^2\) and \(M^2/E^2=1-\beta^2\), so the sum is \(2-\beta^2\sin^2\theta\). For \(M=0\) it becomes \(1+\cos^2\theta\).

## The scattering formula next door

Reading the crossing backwards in the invariant form gives, for \(m=0\),
\[
S=32\,[(k\cdot p')(k'\cdot p)+(k\cdot p)(k'\cdot p')-M^2\,k\cdot k'].
\]
This describes a massless fermion scattering off a massive one. It is a corollary worked out here, with no theorem of its own in the code.

## The complete Lean source

```lean
import Mathlib

open Matrix

namespace CrossingAnnihilation

noncomputable section

variable {n : Type*} [Fintype n] [DecidableEq n]

/-- The diagonal entries of the Minkowski metric, signature (+,-,-,-). -/
def metric : Fin 4 → ℂ := ![1, -1, -1, -1]

/-- The Minkowski metric tensor. -/
def eta (μ ν : Fin 4) : ℂ := if μ = ν then metric μ else 0

/-- The Minkowski product of two four-vectors given by contravariant components. -/
def mdot (a b : Fin 4 → ℂ) : ℂ := ∑ μ, metric μ * a μ * b μ

/-- The Clifford relation: the anticommutator of gamma matrices is twice the metric. -/
def IsClifford (g : Fin 4 → Matrix n n ℂ) : Prop :=
  ∀ μ ν, g μ * g ν + g ν * g μ = (2 * eta μ ν) • (1 : Matrix n n ℂ)

/-- The Feynman slash of a four-vector. -/
def slash (g : Fin 4 → Matrix n n ℂ) (a : Fin 4 → ℂ) : Matrix n n ℂ :=
  ∑ μ, (metric μ * a μ) • g μ

/-- The gamma matrix with lowered index. -/
def lower (g : Fin 4 → Matrix n n ℂ) (μ : Fin 4) : Matrix n n ℂ := metric μ • g μ

/-- The trace product for annihilation of `k1`, `k2` (mass `m`) into `p1`, `p2` (mass `M`). -/
def annihilation (g : Fin 4 → Matrix n n ℂ) (m M : ℂ) (k1 k2 p1 p2 : Fin 4 → ℂ) : ℂ :=
  ∑ μ, ∑ ν,
    trace ((slash g k2 - m • (1 : Matrix n n ℂ)) * g μ * (slash g k1 + m • 1) * g ν) *
    trace ((slash g p1 + M • (1 : Matrix n n ℂ)) * lower g μ * (slash g p2 - M • 1) * lower g ν)

/-- The trace product for scattering `k`, `p` to `k'`, `p'`, with masses `m` and `M`. -/
def scattering (g : Fin 4 → Matrix n n ℂ) (m M : ℂ) (k k' p p' : Fin 4 → ℂ) : ℂ :=
  ∑ μ, ∑ ν,
    trace ((slash g k' + m • (1 : Matrix n n ℂ)) * g μ * (slash g k + m • 1) * g ν) *
    trace ((slash g p' + M • (1 : Matrix n n ℂ)) * lower g μ * (slash g p + M • 1) * lower g ν)

omit [Fintype n] in
/-- Reversing the four-momentum turns `slash + m` into minus `slash - m`. -/
theorem crossed_spin_sum (g : Fin 4 → Matrix n n ℂ) (m : ℂ) (a : Fin 4 → ℂ) :
    slash g (-a) + m • (1 : Matrix n n ℂ) = -(slash g a - m • 1) := by
  have h : slash g (-a) = -slash g a := by
    simp only [slash, Pi.neg_apply, mul_neg, neg_smul, Finset.sum_neg_distrib]
  rw [h]
  abel

/-- Crossing: the annihilation trace product is the scattering one at
`k' = -k2`, `p = -p2`, `p' = p1`. -/
theorem crossing (g : Fin 4 → Matrix n n ℂ) (m M : ℂ) (k1 k2 p1 p2 : Fin 4 → ℂ) :
    annihilation g m M k1 k2 p1 p2 = scattering g m M k1 (-k2) (-p2) p1 := by
  -- each trace changes sign once, and the two signs cancel
  simp only [annihilation, scattering, crossed_spin_sum, Matrix.neg_mul, Matrix.mul_neg,
    Matrix.trace_neg, neg_mul_neg]

/-- The trace of three gamma matrices that obey the Clifford relation vanishes. -/
theorem trace_three {g : Fin 4 → Matrix n n ℂ} (h : IsClifford g) (a b c : Fin 4) :
    trace (g a * g b * g c) = 0 := by
  have h0 : ∀ r, 2 * eta r r ≠ 0 := by
    intro r
    fin_cases r <;> simp [eta, metric]
  have gen : ∀ r X, g r * X + X * g r = 0 → trace X = 0 := by
    intro r X hX
    have h3 : trace (X * (g r * g r + g r * g r)) = trace ((g r * X + X * g r) * g r) := by
      rw [Matrix.mul_add, Matrix.add_mul, Matrix.trace_add, Matrix.trace_add,
        Matrix.mul_assoc (g r) X (g r), Matrix.trace_mul_comm (g r) (X * g r),
        Matrix.mul_assoc X (g r) (g r)]
    rw [h r r, hX, Matrix.mul_smul, Matrix.mul_one, Matrix.zero_mul, Matrix.trace_smul,
      Matrix.trace_zero, smul_eq_mul] at h3
    exact (mul_eq_zero.mp h3).resolve_left (h0 r)
  -- a fourth gamma matrix anticommutes with all three
  have hex : ∀ a b c : Fin 4, ∃ r, r ≠ a ∧ r ≠ b ∧ r ≠ c := by decide
  obtain ⟨r, ha, hb, hc⟩ := hex a b c
  have anti : ∀ x, r ≠ x → g r * g x + g x * g r = 0 := by
    intro x hx
    rw [h r x, eta, if_neg hx, mul_zero, zero_smul]
  apply gen r
  calc _ = (g r * g a + g a * g r) * g b * g c - g a * (g r * g b + g b * g r) * g c
        + g a * g b * (g r * g c + g c * g r) := by noncomm_ring
    _ = 0 := by rw [anti a ha, anti b hb, anti c hc]; simp

/-- If the anticommutators of `X` with the gamma matrices are the numbers `2 c i`, then its
anticommutator with a slashed vector `b` is twice the Minkowski product of `c` and `b`. -/
theorem slash_anticomm (g : Fin 4 → Matrix n n ℂ) (X : Matrix n n ℂ) (c : Fin 4 → ℂ)
    (hX : ∀ i, X * g i + g i * X = (2 * c i) • (1 : Matrix n n ℂ)) (b : Fin 4 → ℂ) :
    X * slash g b + slash g b * X = (2 * mdot c b) • (1 : Matrix n n ℂ) := by
  have e : ∀ i, X * (metric i * b i) • g i + (metric i * b i) • g i * X
      = (metric i * b i * (2 * c i)) • (1 : Matrix n n ℂ) := by
    intro i
    rw [Matrix.smul_mul, Matrix.mul_smul, ← smul_add, hX, smul_smul]
  rw [slash, Matrix.sum_mul, Matrix.mul_sum, ← Finset.sum_add_distrib,
    Finset.sum_congr rfl (fun i _ => e i), ← Finset.sum_smul]
  congr 1
  rw [mdot, Finset.mul_sum]
  exact Finset.sum_congr rfl (fun i _ => by ring)

/-- The tensor of one fermion line, for four-component spinors and gamma matrices that
obey the Clifford relation, with arbitrary mass terms `x` and `y`. -/
theorem fermion_trace {g : Fin 4 → Matrix n n ℂ} (h : IsClifford g)
    (hn : Fintype.card n = 4) (a b : Fin 4 → ℂ) (x y : ℂ) (μ ν : Fin 4) :
    trace ((slash g a + x • (1 : Matrix n n ℂ)) * g μ * (slash g b + y • 1) * g ν)
      = 4 * (a μ * b ν + a ν * b μ - eta μ ν * (mdot a b - x * y)) := by
  have he : ∀ μ b, mdot (eta μ) b = b μ := by
    intro μ b
    fin_cases μ <;> simp [mdot, eta, metric]
  have gs : ∀ b μ, g μ * slash g b + slash g b * g μ = (2 * b μ) • (1 : Matrix n n ℂ) := by
    intro b μ
    rw [slash_anticomm g (g μ) (eta μ) (h μ) b, he]
  have sg : ∀ b μ, slash g b * g μ + g μ * slash g b = (2 * b μ) • (1 : Matrix n n ℂ) :=
    fun b μ => (add_comm _ _).trans (gs b μ)
  have two : ∀ (X Y : Matrix n n ℂ) (c : ℂ), X * Y + Y * X = (2 * c) • (1 : Matrix n n ℂ) →
      trace (X * Y) = 4 * c := by
    intro X Y c hc
    have h1 := congrArg trace hc
    rw [Matrix.trace_add, Matrix.trace_mul_comm Y X, Matrix.trace_smul, Matrix.trace_one, hn,
      smul_eq_mul] at h1
    push_cast at h1
    linear_combination h1 / 2
  -- terms with an odd number of gamma matrices drop out
  have odd1 : trace (slash g a * g μ * g ν) = 0 := by
    simp [slash, Matrix.sum_mul, Matrix.trace_sum, trace_three h]
  have odd2 : trace (g μ * slash g b * g ν) = 0 := by
    simp [slash, Matrix.sum_mul, Matrix.mul_sum, Matrix.trace_sum, trace_three h]
  -- carry the first factor once around the trace
  have cyc : slash g a * g μ * slash g b * g ν + g μ * slash g b * g ν * slash g a
      = (2 * a μ) • (slash g b * g ν) - (2 * mdot a b) • (g μ * g ν)
        + (2 * a ν) • (g μ * slash g b) := by
    calc _ = (slash g a * g μ + g μ * slash g a) * (slash g b * g ν)
          - g μ * (slash g a * slash g b + slash g b * slash g a) * g ν
          + g μ * slash g b * (slash g a * g ν + g ν * slash g a) := by noncomm_ring
      _ = _ := by
        rw [sg a μ, sg a ν, slash_anticomm g (slash g a) a (sg a) b]
        simp only [Matrix.smul_mul, Matrix.mul_smul, Matrix.one_mul, Matrix.mul_one]
  have four := congrArg trace cyc
  rw [Matrix.trace_add, Matrix.trace_mul_comm (g μ * slash g b * g ν) (slash g a),
    ← Matrix.mul_assoc, ← Matrix.mul_assoc] at four
  simp only [Matrix.trace_add, Matrix.trace_sub, Matrix.trace_smul, smul_eq_mul] at four
  rw [two _ _ _ (sg b ν), two _ _ _ (h μ ν), two _ _ _ (gs b μ)] at four
  have e : (slash g a + x • (1 : Matrix n n ℂ)) * g μ * (slash g b + y • 1) * g ν
      = slash g a * g μ * slash g b * g ν + y • (slash g a * g μ * g ν)
        + x • (g μ * slash g b * g ν) + (x * y) • (g μ * g ν) := by
    simp only [Matrix.add_mul, Matrix.mul_add, Matrix.smul_mul, Matrix.mul_smul,
      Matrix.one_mul, Matrix.mul_one]
    module
  rw [e]
  simp only [Matrix.trace_add, Matrix.trace_smul, smul_eq_mul]
  rw [odd1, odd2, two _ _ _ (h μ ν)]
  linear_combination four / 2

/-- The annihilation trace product for a massless incoming pair in terms of scalar products,
for four-component spinors and gamma matrices that obey the Clifford relation. -/
theorem annihilation_massless {g : Fin 4 → Matrix n n ℂ} (h : IsClifford g)
    (hn : Fintype.card n = 4) (M : ℂ) (k1 k2 p1 p2 : Fin 4 → ℂ) :
    annihilation g 0 M k1 k2 p1 p2 = 32 * (mdot k1 p1 * mdot k2 p2
      + mdot k1 p2 * mdot k2 p1 + M ^ 2 * mdot k1 k2) := by
  have e : ∀ (a : Fin 4 → ℂ) (x : ℂ), slash g a - x • (1 : Matrix n n ℂ)
      = slash g a + (-x) • (1 : Matrix n n ℂ) := by
    intro a x
    rw [neg_smul, sub_eq_add_neg]
  simp only [annihilation, lower, e, Matrix.mul_smul, Matrix.smul_mul, Matrix.trace_smul,
    smul_eq_mul, fermion_trace h hn]
  simp [Fin.sum_univ_four, eta, metric, mdot]
  ring

/-- The four-momentum with energy `E` and spatial momentum `P` along the direction with
polar angle `θ` and azimuth `φ`. -/
def momentum (E P θ φ : ℝ) : Fin 4 → ℂ :=
  ![(E : ℂ), P * Real.sin θ * Real.cos φ, P * Real.sin θ * Real.sin φ, P * Real.cos θ]

/-- The Minkowski product of a momentum along the polar axis with one of equal energy at
polar angle `θ`. -/
theorem beam_dot (E P Q θ φ : ℝ) :
    mdot (momentum E P 0 0) (momentum E Q θ φ) = E ^ 2 - P * Q * Real.cos θ := by
  simp [mdot, momentum, metric, Fin.sum_univ_four]
  ring

/-- A massless pair of beam energy `E > 0` annihilates in the centre-of-mass frame into a pair
of mass `M` on its mass shell. For four-component spinors and gamma matrices that obey the
Clifford relation, a quarter of the trace product over `s²` is `2 - β² sin² θ`, with
`β² = 1 - 4M²/s`. -/
theorem annihilation_angular_distribution {g : Fin 4 → Matrix n n ℂ} (h : IsClifford g)
    (hn : Fintype.card n = 4) (E P M θ φ : ℝ) (hE : 0 < E) (shell : E ^ 2 = P ^ 2 + M ^ 2) :
    let k1 := momentum E E 0 0
    let k2 := momentum E (-E) 0 0
    let s := mdot (k1 + k2) (k1 + k2)
    1 / 4 * annihilation g 0 M k1 k2 (momentum E P θ φ) (momentum E (-P) θ φ) / s ^ 2
      = 2 - (1 - 4 * (M : ℂ) ^ 2 / s) * (Real.sin θ : ℂ) ^ 2 := by
  intro k1 k2 s
  have hs : s = 4 * (E : ℂ) ^ 2 := by
    simp only [s, k1, k2]
    simp [mdot, momentum, metric, Fin.sum_univ_four]
    ring
  have hE' : (E : ℂ) ≠ 0 := by exact_mod_cast hE.ne'
  have hM : (M : ℂ) ^ 2 = (E : ℂ) ^ 2 - (P : ℂ) ^ 2 := by
    have h1 : M ^ 2 = E ^ 2 - P ^ 2 := by linarith
    exact_mod_cast h1
  have hsin : (Real.sin θ : ℂ) ^ 2 = 1 - (Real.cos θ : ℂ) ^ 2 := by
    exact_mod_cast Real.sin_sq θ
  rw [annihilation_massless h hn, hs, hM, hsin]
  simp only [k1, k2, beam_dot, Real.cos_zero, Complex.ofReal_neg, Complex.ofReal_one]
  field_simp
  ring

/-- The identity and the three Pauli matrices. -/
def sigma : Fin 4 → Matrix (Fin 2) (Fin 2) ℂ :=
  ![!![1, 0; 0, 1], !![0, 1; 1, 0], !![0, -Complex.I; Complex.I, 0], !![1, 0; 0, -1]]

/-- The gamma matrices in the Weyl representation. -/
def weyl (μ : Fin 4) : Matrix (Fin 2 ⊕ Fin 2) (Fin 2 ⊕ Fin 2) ℂ :=
  fromBlocks 0 (sigma μ) (metric μ • sigma μ) 0

/-- The Weyl matrices act on four-component spinors and obey the Clifford relation. -/
theorem clifford_witness : IsClifford weyl ∧ Fintype.card (Fin 2 ⊕ Fin 2) = 4 := by
  refine ⟨fun μ ν => ?_, by simp⟩
  -- the two diagonal blocks of the anticommutator
  have key : sigma μ * (metric ν • sigma ν) + sigma ν * (metric μ • sigma μ)
        = (2 * eta μ ν) • (1 : Matrix (Fin 2) (Fin 2) ℂ) ∧
      (metric μ • sigma μ) * sigma ν + (metric ν • sigma ν) * sigma μ
        = (2 * eta μ ν) • (1 : Matrix (Fin 2) (Fin 2) ℂ) := by
    constructor <;> fin_cases μ <;> fin_cases ν <;> ext i j <;> fin_cases i <;> fin_cases j <;>
      simp [sigma, metric, eta] <;> norm_num
  simp only [weyl, fromBlocks_multiply, fromBlocks_add, Matrix.zero_mul, Matrix.mul_zero,
    zero_add, add_zero, key.1, key.2]
  rw [← fromBlocks_one, fromBlocks_smul, smul_zero]

end

end CrossingAnnihilation
```

```lean
#print axioms CrossingAnnihilation.crossing
#print axioms CrossingAnnihilation.annihilation_angular_distribution
```

```
'CrossingAnnihilation.crossing' depends on axioms: [propext, Classical.choice, Quot.sound]
'CrossingAnnihilation.annihilation_angular_distribution' depends on axioms: [propext, Classical.choice, Quot.sound]
```

## How Lean carries out the algebra

`crossed_spin_sum` is the sign rule for one reversed momentum. In `crossing`, `simp` applies it in both traces, moves the signs outside, and cancels them with `neg_mul_neg`.

In `trace_three`, the local fact `gen` is the cyclicity argument with \(\gamma^r\). The existence of the fourth index is settled by `decide`, which checks all cases. The `calc` block writes \(\gamma^rX+X\gamma^r\) as a combination of three anticommutators, each of which is zero.

`slash_anticomm` extends an anticommutator from single gamma matrices to a slashed vector by linearity. `fermion_trace` uses it for both slash relations. Its fact `two` is the rule \(\mathrm{tr}(XY)=4c\), `odd1` and `odd2` remove the terms linear in the masses, and `cyc` is the identity that carries \(\slashed a\) around the trace. Taking the trace of `cyc` gives `four`, and half of that finishes the lemma.

`annihilation_massless` inserts this tensor for both lines. Where the derivation above contracts indices, Lean writes out all components and lets `ring` compare the polynomials.

The proof of `annihilation_angular_distribution` computes \(s=4E^2\) by writing out components. After inserting `annihilation_massless`, it replaces \(s\) by this value, \(M^2\) by \(E^2-P^2\) and \(\sin^2\theta\) by \(1-\cos^2\theta\). `beam_dot` then supplies the scalar products in the formula for \(A\), including \(k_1\cdot k_2\), which is its case \(\theta=0\). Since \(E\neq0\), `field_simp` clears the denominators and `ring` closes the goal.

Finally, `clifford_witness` shows that the Weyl matrices satisfy both conditions on `g`, so the results apply to an actual set of gamma matrices. It checks the two diagonal blocks of each anticommutator entry by entry.
